# Band-edge curvatures in the Kane model without remote bands

Energies are measured from the top of the valence band. The gap is $E_g$, the spin-orbit splitting is $\Delta$, and $P$ is the interband momentum matrix element, taken real and multiplied by $\hbar/m_0$, so that $Pk$ is an energy at wave number $k$. Here $\hbar$ is the reduced Planck constant and $m_0$ the free-electron mass. "Curvature" means the coefficient of $k^2$ in a band energy, which is half the second derivative of a smooth band.

```lean
import Mathlib

open Filter Topology

namespace KaneBandEdgeCurvature

noncomputable section
```

## Three levels at one wave number

The coupled conduction, light-hole and split-off energies solve the secular equation

$$E(E-E_g)(E+\Delta)=P^2k^2\left(E+\tfrac{2\Delta}{3}\right).$$

At $k=0$ its roots are the band edges $E_g$, $0$ and $-\Delta$. The equation is the starting point here and is not derived from a Hamiltonian. It omits the free-electron term, which returns at the end, and the remote bands. The heavy-hole band is uncoupled in this model and does not appear.

`Secular` states the equation as a condition on a real number `E`.

```lean
/-- The Kane secular equation for an energy `E` at wave number `k`, with gap `Eg`,
spin-orbit splitting `Δ` and momentum matrix element `P`. -/
def Secular (Eg Δ P k E : ℝ) : Prop :=
  E * (E - Eg) * (E + Δ) = P ^ 2 * k ^ 2 * (E + 2 * Δ / 3)
```

`OrderedLevels` says that three real numbers solve it at a given $k$ and are strictly increasing. Their positions relative to the band edges are not assumed.

```lean
/-- Three solutions of the Kane secular equation at wave number `k`, in increasing order:
split-off, light-hole and conduction energy. -/
structure OrderedLevels (Eg Δ P k so lh c : ℝ) : Prop where
  so_root : Secular Eg Δ P k so
  lh_root : Secular Eg Δ P k lh
  c_root : Secular Eg Δ P k c
  so_lt_lh : so < lh
  lh_lt_c : lh < c
```

## Factorisation and the sum of the shifts

Write $a<b<d$ for the split-off, light-hole and conduction energies at one $k$, and let

$$f(x)=x(x-E_g)(x+\Delta)-P^2k^2\left(x+\tfrac{2\Delta}{3}\right).$$

Since $f(a)=f(b)=0$ and $a\neq b$, dividing $f(a)-f(b)$ by $a-b$ gives

$$a^2+ab+b^2+(\Delta-E_g)(a+b)-E_g\Delta-P^2k^2=0,$$

and the same holds with $d$ in place of $b$. Subtracting the two relations and dividing by $b-d$ leaves $a+b+d+\Delta-E_g=0$. The first and last of these relations, together with $f(a)=0$, fix the coefficients of the monic cubic, so $f(x)=(x-a)(x-b)(x-d)$. In the proof the three relations are `h1`, `h2` and `hs`; `h2` serves to obtain `hs`, and the last line combines `h1`, `hs` and `ha`, which is $f(a)=0$, into the factorisation.

```lean
/-- The secular polynomial is the product of the three linear factors belonging to the
split-off, light-hole and conduction energies. -/
theorem secular_factorization {Eg Δ P k a b d : ℝ} (h : OrderedLevels Eg Δ P k a b d)
    (x : ℝ) :
    x * (x - Eg) * (x + Δ) - P ^ 2 * k ^ 2 * (x + 2 * Δ / 3)
      = (x - a) * (x - b) * (x - d) := by
  have ha : a * (a - Eg) * (a + Δ) = P ^ 2 * k ^ 2 * (a + 2 * Δ / 3) := h.so_root
  have hb : b * (b - Eg) * (b + Δ) = P ^ 2 * k ^ 2 * (b + 2 * Δ / 3) := h.lh_root
  have hd : d * (d - Eg) * (d + Δ) = P ^ 2 * k ^ 2 * (d + 2 * Δ / 3) := h.c_root
  -- divided differences of the cubic vanish on distinct roots
  have h1 : a ^ 2 + a * b + b ^ 2 + (Δ - Eg) * (a + b) + (-Eg * Δ - P ^ 2 * k ^ 2) = 0 := by
    apply mul_left_cancel₀ (sub_ne_zero.2 h.so_lt_lh.ne)
    linear_combination ha - hb
  have h2 : a ^ 2 + a * d + d ^ 2 + (Δ - Eg) * (a + d) + (-Eg * Δ - P ^ 2 * k ^ 2) = 0 := by
    apply mul_left_cancel₀ (sub_ne_zero.2 (h.so_lt_lh.trans h.lh_lt_c).ne)
    linear_combination ha - hd
  have hs : a + b + d + (Δ - Eg) = 0 := by
    apply mul_left_cancel₀ (sub_ne_zero.2 h.lh_lt_c.ne)
    linear_combination h1 - h2
  linear_combination (x ^ 2 - (a + b) * x - a ^ 2 + a * (a + b)) * hs + (x - a) * h1 + ha
```

Comparing the coefficients of $x^2$ shows that the three band shifts cancel exactly at every $k$:

$$(d-E_g)+b+(a+\Delta)=0.$$

Lean extracts that coefficient from the second difference $f(1)+f(-1)-2f(0)$.

```lean
/-- At every wave number the shifts of the three bands from their edges `Eg`, `0` and `-Δ`
add up to zero. -/
theorem shift_sum_rule {Eg Δ P k so lh c : ℝ} (h : OrderedLevels Eg Δ P k so lh c) :
    (c - Eg) + lh + (so + Δ) = 0 := by
  linear_combination (secular_factorization h 1 + secular_factorization h (-1)
    - 2 * secular_factorization h 0) / 2
```

## Bounds on the shifts

Let $E_g,\Delta>0$. The cubic has the values

$$f(E_g)=-P^2k^2\left(E_g+\tfrac{2\Delta}{3}\right)\le 0,\qquad f(0)=-\tfrac{2\Delta}{3}P^2k^2\le 0,$$

$$f(-\Delta)=\tfrac{\Delta}{3}P^2k^2\ge 0,\qquad f\left(-\tfrac{2\Delta}{3}\right)=\tfrac{2\Delta}{3}\left(\tfrac{2\Delta}{3}+E_g\right)\tfrac{\Delta}{3}>0.$$

Compare these signs with the factorised form:

- If $d<E_g$, all three factors at $E_g$ are positive and $f(E_g)>0$. Hence $d\ge E_g$.
- If $a>-\Delta$, all three factors at $-\Delta$ are negative and $f(-\Delta)<0$. Hence $a\le-\Delta$.
- If $b>0$, then $f(0)=(-a)bd>0$. Hence $b\le 0$.
- If $b\le-\tfrac{2\Delta}{3}$, then $f(-\tfrac{2\Delta}{3})\le 0$. Hence $b>-\tfrac{2\Delta}{3}$.

The secular equation now gives

$$d(d-E_g)=P^2k^2\,\frac{d+2\Delta/3}{d+\Delta}\le P^2k^2,\qquad b(b-E_g)=P^2k^2\,\frac{b+2\Delta/3}{b+\Delta}\le P^2k^2,$$

$$-(a+\Delta)(E_g-a)=P^2k^2\,\frac{-a-2\Delta/3}{-a}\le P^2k^2.$$

Because $d\ge E_g$, $E_g-b\ge E_g$ and $E_g-a\ge E_g+\Delta$, it follows that

$$|d-E_g|\le\frac{P^2k^2}{E_g},\qquad |b|\le\frac{P^2k^2}{E_g},\qquad |a+\Delta|\le\frac{P^2k^2}{E_g+\Delta}.$$

The proof locates the roots in `d1`, `a1`, `b1` and `b2`, then cancels the positive common factor with `le_of_mul_le_mul_right`.

```lean
/-- For positive `Eg` and `Δ`, the shifts of the conduction and light-hole energies from their band
edges are at most `P²k²/Eg`, and that of the split-off energy is at most `P²k²/(Eg + Δ)`. -/
theorem shift_bounds {Eg Δ P k a b d : ℝ} (hEg : 0 < Eg) (hΔ : 0 < Δ)
    (h : OrderedLevels Eg Δ P k a b d) :
    |d - Eg| ≤ P ^ 2 * k ^ 2 / Eg ∧ |b| ≤ P ^ 2 * k ^ 2 / Eg ∧
      |a + Δ| ≤ P ^ 2 * k ^ 2 / (Eg + Δ) := by
  have f := secular_factorization h
  have ha : a * (a - Eg) * (a + Δ) = P ^ 2 * k ^ 2 * (a + 2 * Δ / 3) := h.so_root
  have hb : b * (b - Eg) * (b + Δ) = P ^ 2 * k ^ 2 * (b + 2 * Δ / 3) := h.lh_root
  have hd : d * (d - Eg) * (d + Δ) = P ^ 2 * k ^ 2 * (d + 2 * Δ / 3) := h.c_root
  have hab := h.so_lt_lh
  have hbd := h.lh_lt_c
  have hc : 0 ≤ P ^ 2 * k ^ 2 := by positivity
  have hcΔ : 0 ≤ P ^ 2 * k ^ 2 * Δ := by positivity
  have hcE : 0 ≤ P ^ 2 * k ^ 2 * Eg := by positivity
  -- signs of the cubic at the band edges locate the roots
  have d1 : Eg ≤ d := by
    by_contra hn
    have hn' : d < Eg := not_le.1 hn
    have := mul_pos (mul_pos (show 0 < Eg - a by linarith) (show 0 < Eg - b by linarith))
      (show 0 < Eg - d by linarith)
    linarith [f Eg]
  have a1 : a ≤ -Δ := by
    by_contra hn
    have hn' : -Δ < a := not_le.1 hn
    have := mul_pos (mul_pos (show 0 < a + Δ by linarith) (show 0 < b + Δ by linarith))
      (show 0 < d + Δ by linarith)
    linarith [f (-Δ)]
  have b1 : b ≤ 0 := by
    by_contra hn
    have hn' : 0 < b := not_le.1 hn
    have := mul_pos (mul_pos (show 0 < -a by linarith) hn') (show 0 < d by linarith)
    linarith [f 0]
  have b2 : -(2 * Δ / 3) < b := by
    by_contra hn
    have hn' : b ≤ -(2 * Δ / 3) := not_lt.1 hn
    have h1 := mul_nonneg (mul_nonneg (show 0 ≤ -(2 * Δ / 3) - a by linarith)
      (show 0 ≤ -(2 * Δ / 3) - b by linarith)) (show 0 ≤ d + 2 * Δ / 3 by linarith)
    have h2 : 0 < (2 * Δ / 3) * (2 * Δ / 3 + Eg) * (Δ / 3) := by positivity
    linarith [f (-(2 * Δ / 3))]
  -- cancel the common factor in the secular equation for each band
  refine ⟨?_, ?_, ?_⟩
  · rw [abs_of_nonneg (by linarith), le_div_iff₀ hEg]
    have h1 : d * (d - Eg) ≤ P ^ 2 * k ^ 2 :=
      le_of_mul_le_mul_right (by linarith) (show 0 < d + Δ by linarith)
    nlinarith [sq_nonneg (d - Eg)]
  · rw [abs_of_nonpos b1, le_div_iff₀ hEg]
    have h1 : b * (b - Eg) ≤ P ^ 2 * k ^ 2 :=
      le_of_mul_le_mul_right (by linarith) (show 0 < b + Δ by linarith)
    nlinarith [sq_nonneg b]
  · rw [abs_of_nonpos (by linarith), le_div_iff₀ (by linarith)]
    have h1 : -(a + Δ) * (Eg - a) ≤ P ^ 2 * k ^ 2 :=
      le_of_mul_le_mul_right (by linarith) (show 0 < -a by linarith)
    nlinarith [sq_nonneg (a + Δ)]
```

## From bounds to limits

Now let the energies be functions of $k$. If $|E(k)-e|\le P^2k^2/G$ for all $k\ne0$, with $G$ a fixed number, the right-hand side vanishes as $k\to0$ and squeezes $E(k)$ to $e$. The filter `𝓝[≠] 0` expresses $k\to0$ with $k\neq0$.

```lean
/-- A band whose distance from the energy `e` is at most `P²k²/G` tends to `e` as the
wave number tends to zero. -/
theorem tendsto_edge {E : ℝ → ℝ} {e P G : ℝ}
    (hb : ∀ k, k ≠ 0 → |E k - e| ≤ P ^ 2 * k ^ 2 / G) :
    Tendsto E (𝓝[≠] 0) (𝓝 e) := by
  have hc : Continuous (fun k : ℝ => P ^ 2 * k ^ 2 / G) := by fun_prop
  have h0 : Tendsto (fun k : ℝ => P ^ 2 * k ^ 2 / G) (𝓝[≠] 0) (𝓝 (P ^ 2 * 0 ^ 2 / G)) :=
    (hc.tendsto 0).mono_left nhdsWithin_le_nhds
  rw [show P ^ 2 * (0 : ℝ) ^ 2 / G = 0 by simp] at h0
  refine tendsto_iff_dist_tendsto_zero.2
    (squeeze_zero' (Eventually.of_forall fun _ => dist_nonneg) ?_ h0)
  filter_upwards [self_mem_nhdsWithin] with k hk
  rw [Real.dist_eq]
  exact hb k hk
```

Suppose that such a band satisfies $(E-e)\,q(E)=P^2k^2\,r(E)$, with $q,r$ continuous and $q(e)\ne0$. Near $k=0$ the factor $q(E(k))$ is also nonzero, and therefore

$$\frac{E(k)-e}{k^2}=\frac{P^2\,r(E(k))}{q(E(k))}\longrightarrow\frac{P^2\,r(e)}{q(e)}.$$

```lean
/-- A band that tends to `e` and obeys `(E - e) q(E) = P²k² r(E)`, with `q` and `r` continuous and
`q(e)` nonzero, has `(E - e)/k²` tending to `P² r(e)/q(e)`. -/
theorem edge_curvature {E : ℝ → ℝ} {e P : ℝ} (q r : ℝ → ℝ)
    (hE : Tendsto E (𝓝[≠] 0) (𝓝 e))
    (heq : ∀ k, k ≠ 0 → (E k - e) * q (E k) = P ^ 2 * k ^ 2 * r (E k))
    (hq : Continuous q) (hr : Continuous r) (h0 : q e ≠ 0) :
    Tendsto (fun k => (E k - e) / k ^ 2) (𝓝[≠] 0) (𝓝 (P ^ 2 * r e / q e)) := by
  have hqE : Tendsto (fun k => q (E k)) (𝓝[≠] 0) (𝓝 (q e)) := (hq.tendsto e).comp hE
  have hrE : Tendsto (fun k => r (E k)) (𝓝[≠] 0) (𝓝 (r e)) := (hr.tendsto e).comp hE
  have hlim : Tendsto (fun k => P ^ 2 * r (E k) / q (E k)) (𝓝[≠] 0)
      (𝓝 (P ^ 2 * r e / q e)) := (hrE.const_mul (P ^ 2)).div hqE h0
  refine hlim.congr' ?_
  filter_upwards [self_mem_nhdsWithin, hqE.eventually_ne h0] with k hk hqk
  have hk' : k ≠ 0 := hk
  rw [div_eq_div_iff hqk (pow_ne_zero 2 hk')]
  linear_combination -(heq k hk')
```

## The three curvatures

For each band, $r(x)=x+2\Delta/3$ and $q$ is the product of the two factors that do not vanish at its edge:

$$\frac{E_c-E_g}{k^2}\to\frac{P^2(E_g+2\Delta/3)}{E_g(E_g+\Delta)}=\frac{P^2}{3}\left(\frac{2}{E_g}+\frac{1}{E_g+\Delta}\right),$$

$$\frac{E_{lh}}{k^2}\to\frac{P^2(2\Delta/3)}{-E_g\Delta}=-\frac{2P^2}{3E_g},\qquad \frac{E_{so}+\Delta}{k^2}\to\frac{P^2(-\Delta/3)}{\Delta(E_g+\Delta)}=-\frac{P^2}{3(E_g+\Delta)}.$$

In the theorem, `Eso`, `Elh` and `Ec` are arbitrary real functions that form `OrderedLevels` at every $k\neq0$. Continuity is not assumed, and $P$ may have either sign or be zero. The proof applies the two preceding lemmas to each band.

```lean
/-- Band-edge curvatures of the Kane model for positive `Eg` and `Δ`: the limits, as `k` tends to
zero, of the conduction, light-hole and split-off band shifts divided by `k²`. -/
theorem kane_curvatures {Eg Δ P : ℝ} {Eso Elh Ec : ℝ → ℝ} (hEg : 0 < Eg) (hΔ : 0 < Δ)
    (h : ∀ k, k ≠ 0 → OrderedLevels Eg Δ P k (Eso k) (Elh k) (Ec k)) :
    Tendsto (fun k => (Ec k - Eg) / k ^ 2) (𝓝[≠] 0)
        (𝓝 (P ^ 2 / 3 * (2 / Eg + 1 / (Eg + Δ)))) ∧
      Tendsto (fun k => Elh k / k ^ 2) (𝓝[≠] 0) (𝓝 (-(2 * P ^ 2) / (3 * Eg))) ∧
      Tendsto (fun k => (Eso k + Δ) / k ^ 2) (𝓝[≠] 0) (𝓝 (-P ^ 2 / (3 * (Eg + Δ)))) := by
  have hp := mul_pos hΔ hEg
  refine ⟨?_, ?_, ?_⟩
  · have h0 : Eg * (Eg + Δ) ≠ 0 := by positivity
    have hE : Tendsto Ec (𝓝[≠] 0) (𝓝 Eg) :=
      tendsto_edge fun k hk => (shift_bounds hEg hΔ (h k hk)).1
    have ht := edge_curvature (P := P) (fun x => x * (x + Δ)) (fun x => x + 2 * Δ / 3) hE
      (fun k hk => by
        have hr := (h k hk).c_root
        unfold Secular at hr
        linear_combination hr) (by fun_prop) (by fun_prop) h0
    have e : P ^ 2 / 3 * (2 / Eg + 1 / (Eg + Δ))
        = P ^ 2 * (Eg + 2 * Δ / 3) / (Eg * (Eg + Δ)) := by
      field_simp
      ring
    rw [e]
    exact ht
  · have h0 : (0 - Eg) * (0 + Δ) ≠ 0 := ne_of_lt (by linarith)
    have hE : Tendsto Elh (𝓝[≠] 0) (𝓝 0) :=
      tendsto_edge fun k hk => by
        rw [sub_zero]
        exact (shift_bounds hEg hΔ (h k hk)).2.1
    have ht := edge_curvature (P := P) (fun x => (x - Eg) * (x + Δ))
      (fun x => x + 2 * Δ / 3) hE
      (fun k hk => by
        have hr := (h k hk).lh_root
        unfold Secular at hr
        linear_combination hr) (by fun_prop) (by fun_prop) h0
    have e : -(2 * P ^ 2) / (3 * Eg)
        = P ^ 2 * (0 + 2 * Δ / 3) / ((0 - Eg) * (0 + Δ)) := by
      rw [div_eq_div_iff (by positivity) h0]
      ring
    rw [e]
    exact ht.congr fun k => by rw [sub_zero]
  · have h0 : -Δ * (-Δ - Eg) ≠ 0 := ne_of_gt (by nlinarith [mul_pos hΔ hΔ])
    have hE : Tendsto Eso (𝓝[≠] 0) (𝓝 (-Δ)) :=
      tendsto_edge fun k hk => by
        rw [sub_neg_eq_add]
        exact (shift_bounds hEg hΔ (h k hk)).2.2
    have ht := edge_curvature (P := P) (fun x => x * (x - Eg)) (fun x => x + 2 * Δ / 3) hE
      (fun k hk => by
        have hr := (h k hk).so_root
        unfold Secular at hr
        linear_combination hr) (by fun_prop) (by fun_prop) h0
    have e : -P ^ 2 / (3 * (Eg + Δ))
        = P ^ 2 * (-Δ + 2 * Δ / 3) / (-Δ * (-Δ - Eg)) := by
      rw [div_eq_div_iff (by positivity) h0]
      ring
    rw [e]
    exact ht.congr fun k => by rw [sub_neg_eq_add]
```

The condition $\Delta>0$ matters. Take $\Delta=0$ and $E_g=P=1$. The equation becomes $E(E^2-E-k^2)=0$, with ordered roots for $k\ne0$

$$\frac{1-\sqrt{1+4k^2}}{2}<0<\frac{1+\sqrt{1+4k^2}}{2}.$$

The middle band is flat, whereas the formula would give $-2/3$; the lowest has curvature $-1$ instead of $-1/3$. The two valence edges coincide, so $q$ vanishes there.

## The conduction-band effective mass

A free-electron term $\hbar^2k^2/(2m_0)$, equal for all basis states, shifts every level by the same amount. Define $m^*$ by

$$\frac{1}{m^*}=\frac{1}{m_0}+\frac{2P^2}{3\hbar^2}\left(\frac{2}{E_g}+\frac{1}{E_g+\Delta}\right).$$

```lean
/-- Kane's conduction-band effective mass, for positive `ħ`, free mass `m₀`, gap `Eg` and
spin-orbit splitting `Δ`. -/
def conductionMass (ħ m₀ Eg Δ P : ℝ) : ℝ :=
  1 / (1 / m₀ + 2 * P ^ 2 / (3 * ħ ^ 2) * (2 / Eg + 1 / (Eg + Δ)))
```

Multiplying by $\hbar^2/2$ gives

$$\frac{\hbar^2}{2m^*}=\frac{\hbar^2}{2m_0}+\frac{P^2}{3}\left(\frac{2}{E_g}+\frac{1}{E_g+\Delta}\right),$$

which is the conduction curvature with the free-electron term added. For $P\ne0$ the interband contribution to $1/m^*$ is positive, so $0<m^*<m_0$. The theorem states both inequalities and the limit; its proof adds the constant $\hbar^2/(2m_0)$ to the first limit of `kane_curvatures`.

```lean
/-- Let `P` be nonzero and `Eg`, `Δ`, `ħ` and `m₀` positive. With the free-electron energy
`ħ²k²/(2m₀)` added, the conduction band has curvature `ħ²/(2m*)` at its edge, and the effective mass
`m*` is positive and below `m₀`. -/
theorem conduction_effective_mass {Eg Δ P ħ m₀ : ℝ} {Eso Elh Ec : ℝ → ℝ}
    (hEg : 0 < Eg) (hΔ : 0 < Δ) (hP : P ≠ 0) (hħ : 0 < ħ) (hm : 0 < m₀)
    (h : ∀ k, k ≠ 0 → OrderedLevels Eg Δ P k (Eso k) (Elh k) (Ec k)) :
    0 < conductionMass ħ m₀ Eg Δ P ∧ conductionMass ħ m₀ Eg Δ P < m₀ ∧
      Tendsto (fun k => (Ec k + ħ ^ 2 * k ^ 2 / (2 * m₀) - Eg) / k ^ 2) (𝓝[≠] 0)
        (𝓝 (ħ ^ 2 / (2 * conductionMass ħ m₀ Eg Δ P))) := by
  have hY : 0 < 2 * P ^ 2 / (3 * ħ ^ 2) * (2 / Eg + 1 / (Eg + Δ)) := by positivity
  refine ⟨by unfold conductionMass; positivity, ?_, ?_⟩
  · unfold conductionMass
    rw [div_lt_iff₀ (by positivity), mul_add, mul_one_div_cancel hm.ne']
    linarith [mul_pos hm hY]
  · -- the free-electron term adds its constant curvature
    have ht := (kane_curvatures hEg hΔ h).1.add_const (ħ ^ 2 / (2 * m₀))
    have e : ħ ^ 2 / (2 * conductionMass ħ m₀ Eg Δ P)
        = P ^ 2 / 3 * (2 / Eg + 1 / (Eg + Δ)) + ħ ^ 2 / (2 * m₀) := by
      unfold conductionMass
      generalize 2 / Eg + 1 / (Eg + Δ) = X at hY ⊢
      have hS : 1 / m₀ + 2 * P ^ 2 / (3 * ħ ^ 2) * X ≠ 0 := by positivity
      calc ħ ^ 2 / (2 * (1 / (1 / m₀ + 2 * P ^ 2 / (3 * ħ ^ 2) * X)))
          = ħ ^ 2 / 2 * (1 / m₀ + 2 * P ^ 2 / (3 * ħ ^ 2) * X) := by
            rw [← div_div, div_div_eq_mul_div, div_one]
        _ = P ^ 2 / 3 * X + ħ ^ 2 / (2 * m₀) := by
            field_simp
            ring
    rw [e]
    refine ht.congr' ?_
    filter_upwards [self_mem_nhdsWithin] with k hk
    have hk' : k ≠ 0 := hk
    field_simp
    ring

end

end KaneBandEdgeCurvature
```

Within this model, which neglects remote bands, the formula links $P$ to the conduction mass, and the three limits, which leave out the free-electron term, give small-$k$ values against which numerical roots of the secular equation can be compared.

```lean
#print axioms KaneBandEdgeCurvature.shift_sum_rule
#print axioms KaneBandEdgeCurvature.kane_curvatures
#print axioms KaneBandEdgeCurvature.conduction_effective_mass
```

```
'KaneBandEdgeCurvature.shift_sum_rule' depends on axioms: [propext, Classical.choice, Quot.sound]
'KaneBandEdgeCurvature.kane_curvatures' depends on axioms: [propext, Classical.choice, Quot.sound]
'KaneBandEdgeCurvature.conduction_effective_mass' depends on axioms: [propext, Classical.choice, Quot.sound]
```
